# The largest fractional coordinate within a cutoff of an invertible cell

## How far to search along each cell vector

To find every periodic image of an atom within a cutoff of another, one must know how far to search along each cell vector, and here that question is put for all real fractional separations, not only for the images of one given pair. The bound then depends on the cell and the cutoff alone. It is sharp over real separations, though the images of a particular pair need not reach it.

Let the columns of the real matrix $A$ be the cell vectors, so that a fractional vector $t$ has Cartesian form $At$. Let $r_c\ge 0$ be the cutoff and $b_i$ row $i$ of $A^{-1}$. This is the reciprocal vector without the usual factor $2\pi$.

The result bears on neighbour lists for short-range potentials, including machine-learned ones, in cells that are periodic along every cell vector.

## The bound and the vector that attains it

If $A$ is invertible, the greatest value of $|t_i|$ over all $t$ with $|At|\le r_c$ is $r_c|b_i|$.

Since $t=A^{-1}(At)$, component $i$ reads $t_i=b_i\cdot(At)$. Cauchy–Schwarz gives
$$|t_i|\le |b_i|\,|At|\le r_c|b_i|.$$

For $t=e_i$, the unit fractional vector, the same identity gives $1=b_i\cdot(Ae_i)\le|b_i|\,|Ae_i|$, so $|b_i|>0$. We may therefore set $w=r_c\,b_i/|b_i|$ and $t^*=A^{-1}w$. Then $|At^*|=|w|=r_c$ and
$$t^*_i=b_i\cdot w=r_c|b_i|.$$

## Ranges of integer translations

Let $s$ be the fractional separation of a pair and $m$ an integer translation. If the image $s+m$ lies within the cutoff, then $|s_i+m_i|\le r_c|b_i|$, so
$$\lceil -r_c|b_i|-s_i\rceil\le m_i\le\lfloor r_c|b_i|-s_i\rfloor .$$
In two or more dimensions, a translation that satisfies these bounds for every $i$ can still give an image outside the cutoff, so its distance must be tested too.

If $m$ and $k$ both give images within the cutoff, then $|m_i-k_i|\le 2r_c|b_i|$. When $2r_c|b_i|<1$ for every $i$, these integers agree, and at most one image is in range.

For cell vectors $(1,0)$ and $(k,1)$, with $k$ now a real shear, the inverse has first row $(1,-k)$. The first edge has length 1 but $|b_0|=\sqrt{1+k^2}$, so the length of that edge does not by itself fix the search range along it.

## A singular cell, and differences of coordinates

Take $A=\mathrm{diag}(1,0)$. Every $t=(0,x)$ has $At=0$, so the second coordinate has no upper bound at any cutoff $r_c\ge0$. Without invertibility, a finite bound on every coordinate can fail to exist.

For $i\ne j$, the same argument, applied to $t_i-t_j=(b_i-b_j)\cdot(At)$, gives $r_c|b_i-b_j|$ as the greatest value of $|t_i-t_j|$; this variant is argued here in prose only.

## The statement in Lean

Vectors are functions `n → ℝ` on a finite index type, so the dimension is any finite one. Mathlib's default norm on such functions is the maximum norm, so `len` defines the Euclidean length explicitly. `recip A i` is $b_i$, and `IsUnit A.det` says that $A$ is invertible. In `isGreatest_frac`, `IsGreatest` says that $r_c|b_i|$ is one of the values of $|t_i|$ and that none exceeds it.

The entries are real numbers. In a running code, rounding before the floor or ceiling can lose an image right at the cutoff.

```lean
import Mathlib

open Matrix

namespace SkewedCellImageSearch

noncomputable section

variable {n : Type*} [Fintype n]

/-- The Euclidean length of a real vector. -/
def len (v : n → ℝ) : ℝ := √(v ⬝ᵥ v)

/-- The squared length of a vector is its dot product with itself. -/
theorem len_mul_self (v : n → ℝ) : len v * len v = v ⬝ᵥ v :=
  Real.mul_self_sqrt (Finset.sum_nonneg fun i _ => mul_self_nonneg (v i))

/-- Scaling a vector by a real number scales its length by the absolute value. -/
theorem len_smul (c : ℝ) (v : n → ℝ) : len (c • v) = |c| * len v := by
  unfold len
  rw [smul_dotProduct, dotProduct_smul, smul_eq_mul, smul_eq_mul, ← mul_assoc,
    Real.sqrt_mul (mul_self_nonneg c), Real.sqrt_mul_self_eq_abs]

/-- The Cauchy-Schwarz inequality for the dot product. -/
theorem abs_dot_le (u v : n → ℝ) : |u ⬝ᵥ v| ≤ len u * len v := by
  have h := Finset.sum_mul_sq_le_sq_mul_sq Finset.univ u v
  have hu : 0 ≤ u ⬝ᵥ u := Finset.sum_nonneg fun i _ => mul_self_nonneg (u i)
  unfold len
  rw [← Real.sqrt_mul hu]
  apply Real.abs_le_sqrt
  simp only [dotProduct, ← pow_two]
  exact h

variable [DecidableEq n]

/-- The reciprocal vector `b_i` (without the factor 2π): row `i` of the inverse of an
invertible cell matrix `A`, whose columns are the cell vectors. -/
def recip (A : Matrix n n ℝ) (i : n) : n → ℝ := fun j => A⁻¹ i j

/-- In an invertible cell, the fractional coordinate `t_i` is the dot product of `b_i` with
the Cartesian vector `A t`. -/
theorem frac_coord {A : Matrix n n ℝ} (hA : IsUnit A.det) (t : n → ℝ) (i : n) :
    t i = recip A i ⬝ᵥ (A *ᵥ t) := by
  have h : A⁻¹ *ᵥ (A *ᵥ t) = t := by
    rw [Matrix.mulVec_mulVec, Matrix.nonsing_inv_mul A hA, Matrix.one_mulVec]
  exact (congrFun h i).symm

/-- The reciprocal vectors of an invertible cell have positive length. -/
theorem len_recip_pos {A : Matrix n n ℝ} (hA : IsUnit A.det) (i : n) :
    0 < len (recip A i) := by
  -- cell vector `i` itself has dot product 1 with `b_i`
  have h := abs_dot_le (recip A i) (A *ᵥ (Pi.single i 1 : n → ℝ))
  rw [← frac_coord hA (Pi.single i 1) i, Pi.single_eq_same, abs_one] at h
  by_contra hn
  have h0 : len (recip A i) = 0 := le_antisymm (not_lt.mp hn) (Real.sqrt_nonneg _)
  rw [h0, zero_mul] at h
  linarith

/-- In an invertible cell, a fractional vector `t` whose Cartesian length is at most `rc`
satisfies `|t_i| ≤ rc |b_i|`. -/
theorem frac_bound {A : Matrix n n ℝ} (hA : IsUnit A.det) {rc : ℝ} {t : n → ℝ}
    (ht : len (A *ᵥ t) ≤ rc) (i : n) : |t i| ≤ rc * len (recip A i) := by
  rw [frac_coord hA t i]
  calc |recip A i ⬝ᵥ (A *ᵥ t)| ≤ len (recip A i) * len (A *ᵥ t) := abs_dot_le _ _
    _ ≤ len (recip A i) * rc := mul_le_mul_of_nonneg_left ht (Real.sqrt_nonneg _)
    _ = rc * len (recip A i) := mul_comm _ _

/-- In an invertible cell with cutoff `rc ≥ 0`, the greatest value of `|t_i|` over all
fractional vectors `t` of Cartesian length at most `rc` is exactly `rc |b_i|`. -/
theorem isGreatest_frac {A : Matrix n n ℝ} (hA : IsUnit A.det) {rc : ℝ} (hrc : 0 ≤ rc)
    (i : n) :
    IsGreatest ((fun t : n → ℝ => |t i|) '' {t | len (A *ᵥ t) ≤ rc})
      (rc * len (recip A i)) := by
  have hb := len_recip_pos hA i
  constructor
  · -- the extremal Cartesian vector has length `rc` and points along `b_i`
    obtain ⟨w, hw⟩ : ∃ w : n → ℝ, w = (rc / len (recip A i)) • recip A i := ⟨_, rfl⟩
    have hAt : A *ᵥ (A⁻¹ *ᵥ w) = w := by
      rw [Matrix.mulVec_mulVec, Matrix.mul_nonsing_inv A hA, Matrix.one_mulVec]
    have h1 : len (A *ᵥ (A⁻¹ *ᵥ w)) = rc := by
      rw [hAt, hw, len_smul, abs_of_nonneg (div_nonneg hrc hb.le),
        div_mul_cancel₀ _ hb.ne']
    have h2 : (A⁻¹ *ᵥ w) i = rc * len (recip A i) := by
      rw [frac_coord hA (A⁻¹ *ᵥ w) i, hAt, hw, dotProduct_smul, smul_eq_mul,
        ← len_mul_self (recip A i), ← mul_assoc, div_mul_cancel₀ _ hb.ne']
    refine ⟨A⁻¹ *ᵥ w, h1.le, ?_⟩
    show |(A⁻¹ *ᵥ w) i| = _
    rw [h2, abs_of_nonneg (mul_nonneg hrc hb.le)]
  · rintro _ ⟨t, ht, rfl⟩
    exact frac_bound hA ht i

/-- In an invertible cell, if the image of a fractional separation `s` translated by the
integer vector `m` lies within the cutoff, then each `m_i` lies in an explicit finite range. -/
theorem image_range {A : Matrix n n ℝ} (hA : IsUnit A.det) {rc : ℝ} (s : n → ℝ)
    (m : n → ℤ) (h : len (A *ᵥ (fun j => s j + (m j : ℝ))) ≤ rc) (i : n) :
    ⌈-(rc * len (recip A i)) - s i⌉ ≤ m i ∧ m i ≤ ⌊rc * len (recip A i) - s i⌋ := by
  have hb : |s i + (m i : ℝ)| ≤ rc * len (recip A i) := frac_bound hA h i
  obtain ⟨h1, h2⟩ := abs_le.mp hb
  exact ⟨Int.ceil_le.mpr (by linarith), Int.le_floor.mpr (by linarith)⟩

/-- In an invertible cell with `2 rc |b_i| < 1` for every `i`, at most one periodic image of
a given separation lies within the cutoff `rc`. -/
theorem image_unique {A : Matrix n n ℝ} (hA : IsUnit A.det) {rc : ℝ}
    (hw : ∀ i, 2 * (rc * len (recip A i)) < 1) (s : n → ℝ) (m k : n → ℤ)
    (hm : len (A *ᵥ (fun j => s j + (m j : ℝ))) ≤ rc)
    (hk : len (A *ᵥ (fun j => s j + (k j : ℝ))) ≤ rc) : m = k := by
  funext i
  have hbm : |s i + (m i : ℝ)| ≤ rc * len (recip A i) := frac_bound hA hm i
  have hbk : |s i + (k i : ℝ)| ≤ rc * len (recip A i) := frac_bound hA hk i
  obtain ⟨m1, m2⟩ := abs_le.mp hbm
  obtain ⟨k1, k2⟩ := abs_le.mp hbk
  have hi := hw i
  -- the two integers differ by less than one
  have h1 : (m i : ℝ) < (k i : ℝ) + 1 := by linarith
  have h2 : (k i : ℝ) < (m i : ℝ) + 1 := by linarith
  have h1' : m i < k i + 1 := by exact_mod_cast h1
  have h2' : k i < m i + 1 := by exact_mod_cast h2
  omega

/-- In the planar cell with cell vectors `(1, 0)` and `(k, 1)`, the first cell vector has
length 1, while the first reciprocal vector has length `√(1 + k²)`. -/
theorem sheared_cell (k : ℝ) :
    len (fun j => (!![1, k; 0, 1] : Matrix (Fin 2) (Fin 2) ℝ) j 0) = 1 ∧
      len (recip (!![1, k; 0, 1] : Matrix (Fin 2) (Fin 2) ℝ) 0) = √(1 + k ^ 2) := by
  have hinv : (!![1, k; 0, 1] : Matrix (Fin 2) (Fin 2) ℝ)⁻¹ = !![1, -k; 0, 1] := by
    apply Matrix.inv_eq_right_inv
    ext i j
    fin_cases i <;> fin_cases j <;> simp [Matrix.mul_apply, Fin.sum_univ_succ]
  constructor
  · simp [len, dotProduct, Fin.sum_univ_succ]
  · unfold recip
    rw [hinv]
    simp [len, dotProduct, Fin.sum_univ_succ, sq]

end

end SkewedCellImageSearch
```

```lean
#print axioms SkewedCellImageSearch.frac_coord
#print axioms SkewedCellImageSearch.isGreatest_frac
#print axioms SkewedCellImageSearch.image_unique
#print axioms SkewedCellImageSearch.sheared_cell
```

```
'SkewedCellImageSearch.frac_coord' depends on axioms: [propext, Classical.choice, Quot.sound]
'SkewedCellImageSearch.isGreatest_frac' depends on axioms: [propext, Classical.choice, Quot.sound]
'SkewedCellImageSearch.image_unique' depends on axioms: [propext, Classical.choice, Quot.sound]
'SkewedCellImageSearch.sheared_cell' depends on axioms: [propext, Classical.choice, Quot.sound]
```

## From the inverse matrix to the extremal vector

`frac_coord` is the identity $t_i=b_i\cdot(At)$, obtained by cancelling $A^{-1}A$. `abs_dot_le` derives Cauchy–Schwarz from Mathlib's inequality for finite sums by taking square roots. Together they give `frac_bound`, and, applied to `Pi.single i 1`, `len_recip_pos`.

In `isGreatest_frac`, `constructor` separates attainment from the upper bound. For attainment, `w` is the vector above; `h1` computes its length with `len_smul`, and `h2` computes coordinate $i$ with `len_mul_self`. The upper bound is `frac_bound`.

`image_range` splits the absolute value into two inequalities and rounds them to integers. `image_unique` shows that the two integers differ by less than one, and `omega` concludes that they are equal. `sheared_cell` verifies the proposed inverse by multiplication, then evaluates both lengths.
